# An optimised constant response factor leaves a spurious force on the nucleus of hydrogen in a uniform field

Put hydrogen in a weak uniform field \(F\) along \(z\), and approximate the first-order response of its ground state \(\psi_0\) by \(a z\psi_0\). In atomic units the variationally best amplitude is \(a=-2F\). The electron then produces the field \(-4F/3\) at the nucleus, so a net field \(-F/3\) remains and pushes on a nucleus that should feel no first-order force.

The response \(z\,g(r)\psi_0\) with \(g=a(1+kr)\) can repair this. For \(F\neq0\), \(k>-1/4\) and optimised \(a\), the net field vanishes exactly when the response has the correct p-wave cusp. Within this range the cusp also singles out the exact first-order response, so the result does not isolate the missing cusp as the cause of the error. It is a one-electron, first-order example in which a trial function without the cusp gives a wrong electrostatic force on the nucleus.

```lean
import Mathlib

open MeasureTheory Set Real

namespace HydrogenCuspForce

noncomputable section
```

## Hydrogen and its response

In atomic units, with the nucleus fixed at the origin, \(\psi_0=e^{-r}/\sqrt\pi\).

```lean
/-- The normalised hydrogen ground state as a function of the distance `r`, in atomic units. -/
def ground (r : ℝ) : ℝ := exp (-r) / √π
```

With \(c=\cos\theta\), the volume element after the azimuthal integration is \(2\pi r^2\,dr\,dc\).

```lean
/-- The integral over space of an axially symmetric function of the distance `r` and
the cosine `c` of the polar angle. -/
def volumeIntegral (f : ℝ → ℝ → ℝ) : ℝ :=
  ∫ r in Ioi (0 : ℝ), ∫ c in (-1 : ℝ)..1, 2 * π * r ^ 2 * f r c
```

Write the response as \(\psi_1=z\,h(r)\), with \(h=g\psi_0\).

```lean
/-- The radial factor `h = g ψ₀` of the first-order response `z h(r)`. -/
def radial (g : ℝ → ℝ) (r : ℝ) : ℝ := g r * ground r
```

An electron at \(\mathbf r\) produces the field component \(z/r^3\) at the nucleus. The first-order density is \(2\psi_0\psi_1\), and \(z=rc\).

```lean
/-- The first-order electronic field at the nucleus: the expectation value of `z / r³`,
linear in the response `z g ψ₀`; the integrand is meant for `r > 0`. -/
def electronicField (g : ℝ → ℝ) : ℝ :=
  volumeIntegral fun r c => 2 * ground r * (r * c * radial g r) * (r * c / r ^ 3)
```

For the field-free Hamiltonian \(H_0\) and \(E_0=-1/2\), \((H_0-E_0)\,zh\) is \(z\) times
\[
-\tfrac12\left(h''+\tfrac4r h'\right)-\tfrac hr+\tfrac h2 .
\]
Near the nucleus the \(1/r\) terms are \(-(2h'(0)+h(0))/r\). They cancel when \(h'(0)=-h(0)/2\), which is the p-wave cusp condition. The radial form of the operator enters as a definition.

```lean
/-- The radial factor of `(H₀ - E₀)` acting on `z h(r)`, for hydrogen with `E₀ = -1/2`
and `r > 0`. -/
def pWave (h : ℝ → ℝ) (r : ℝ) : ℝ :=
  -(deriv (deriv h) r + 4 * deriv h r / r) / 2 - h r / r + h r / 2
```

The electron has energy \(+Fz\) in the field, so the second-order functional is \(\langle\psi_1|H_0-E_0|\psi_1\rangle+2F\langle\psi_1|z|\psi_0\rangle\).

```lean
/-- The Hylleraas second-order energy functional of the response `z g ψ₀` for the
perturbation `F z`. -/
def hylleraas (F : ℝ) (g : ℝ → ℝ) : ℝ :=
  volumeIntegral fun r c => (r * c * radial g r) * (r * c * pWave (radial g) r)
    + 2 * F * (r * c) * (r * c * radial g r) * ground r
```

The trial factor has amplitude \(a\) and shape \(k\).

```lean
/-- The trial factor `g(r) = a (1 + k r)` with amplitude `a` and shape `k`. -/
def trial (a k r : ℝ) : ℝ := a * (1 + k * r)
```

`IsOptimal F k a` says that \(a\) minimises the functional over all real amplitudes while \(k\) stays fixed.

```lean
/-- The amplitude `a` minimises the Hylleraas functional at fixed shape `k`. -/
def IsOptimal (F k a : ℝ) : Prop :=
  ∀ a', hylleraas F (trial a k) ≤ hylleraas F (trial a' k)
```

## From space integrals to moments

Since \(\int_{-1}^1c^2\,dc=2/3\) and \(\pi\psi_0^2=e^{-2r}\), integrating \(q(r)c^2\psi_0^2\) over space gives \(\frac43\int_0^\infty r^2q\,e^{-2r}dr\).

```lean
/-- The angular integration of `cos² θ` against the ground-state density leaves a radial
integral. -/
theorem angular_average (q : ℝ → ℝ) :
    volumeIntegral (fun r c => q r * c ^ 2 * ground r ^ 2)
      = 4 / 3 * ∫ r in Ioi (0 : ℝ), r ^ 2 * q r * exp (-(2 * r)) := by
  unfold volumeIntegral
  rw [← integral_const_mul]
  refine setIntegral_congr_fun measurableSet_Ioi fun r _ => ?_
  beta_reduce
  have hG : π * ground r ^ 2 = exp (-(2 * r)) := by
    have e : exp (-(2 * r)) = exp (-r) ^ 2 := by
      rw [sq, ← Real.exp_add]
      congr 1
      ring
    rw [e, ground, div_pow, Real.sq_sqrt Real.pi_pos.le]
    field_simp
  have hc : ∫ c in (-1 : ℝ)..1, c ^ 2 = 2 / 3 := by
    rw [integral_pow]
    norm_num
  calc ∫ c in (-1 : ℝ)..1, 2 * π * r ^ 2 * (q r * c ^ 2 * ground r ^ 2)
      = ∫ c in (-1 : ℝ)..1, (2 * r ^ 2 * q r * (π * ground r ^ 2)) * c ^ 2 :=
        intervalIntegral.integral_congr fun c _ => by ring
    _ = 4 / 3 * (r ^ 2 * q r * exp (-(2 * r))) := by
        rw [intervalIntegral.integral_const_mul, hc, hG]
        ring
```

The radial integrals are \(\int_0^\infty r^ne^{-2r}dr=n!/2^{n+1}\), from the Gamma function. Lean gives a non-integrable function the integral zero, so the positive value also proves integrability; for the same reason the field formula below, stated for every \(g\), has physical meaning only where its integral converges.

```lean
/-- The radial moments of `exp(-2r)` exist and equal `n! / 2^(n+1)`. -/
theorem moment (n : ℕ) :
    Integrable (fun r : ℝ => r ^ n * exp (-(2 * r))) (volume.restrict (Ioi 0)) ∧
    ∫ r in Ioi (0 : ℝ), r ^ n * exp (-(2 * r)) = (n.factorial : ℝ) / 2 ^ (n + 1) := by
  have h := Real.integral_rpow_mul_exp_neg_mul_Ioi (a := (n : ℝ) + 1) (r := 2)
    (by positivity) (by norm_num)
  have e : ((1 : ℝ) / 2) ^ ((n : ℝ) + 1) = (1 / 2) ^ (n + 1) := by
    rw [← Real.rpow_natCast, Nat.cast_add, Nat.cast_one]
  rw [Real.Gamma_nat_eq_factorial, add_sub_cancel_right, e] at h
  simp only [Real.rpow_natCast] at h
  have m : ∫ r in Ioi (0 : ℝ), r ^ n * exp (-(2 * r))
      = (n.factorial : ℝ) / 2 ^ (n + 1) := by
    rw [h, one_div, inv_pow]
    ring
  refine ⟨?_, m⟩
  -- a non-integrable function would have integral zero
  by_contra hn
  rw [integral_undef hn] at m
  have p : (0 : ℝ) < (n.factorial : ℝ) / 2 ^ (n + 1) :=
    div_pos (Nat.cast_pos.mpr n.factorial_pos) (by positivity)
  linarith
```

The product rule gives \([(p+qr)\psi_0]'=(q-p-qr)\psi_0\). Applied twice, it supplies \(h'\) and \(h''\).

```lean
/-- The derivative of a linear function times the ground state is again of this form. -/
theorem deriv_linear_ground (p q : ℝ) :
    deriv (fun r => (p + q * r) * ground r)
      = fun r => (q - p + -q * r) * ground r := by
  funext r
  have hg : HasDerivAt ground (-ground r) r :=
    (((hasDerivAt_neg r).exp).div_const (√π)).congr_deriv (by unfold ground; ring)
  have hp : HasDerivAt (fun r => p + q * r) q r :=
    (((hasDerivAt_id r).const_mul q).const_add p).congr_deriv (mul_one q)
  have h : HasDerivAt (fun r => (p + q * r) * ground r)
      ((q - p + -q * r) * ground r) r :=
    (hp.fun_mul hg).congr_deriv (by ring)
  exact h.deriv
```

## The electronic field

Take \(q=2g\,r^2/r^3=2g/r\) in the angular formula:
\[
\frac43\int_0^\infty r^2\,\frac{2g}{r}\,e^{-2r}dr=\frac83\int_0^\infty r\,g\,e^{-2r}dr .
\]

```lean
/-- The electronic field at the nucleus is `8/3` times the integral of `r g(r) exp(-2r)`. -/
theorem electronicField_eq (g : ℝ → ℝ) :
    electronicField g = 8 / 3 * ∫ r in Ioi (0 : ℝ), r * g r * exp (-(2 * r)) := by
  have h : electronicField g
      = volumeIntegral (fun r c => (2 * g r * r ^ 2 / r ^ 3) * c ^ 2 * ground r ^ 2) := by
    unfold electronicField radial
    congr 1
    funext r c
    ring
  rw [h, angular_average (fun r => 2 * g r * r ^ 2 / r ^ 3),
    ← integral_const_mul, ← integral_const_mul]
  refine setIntegral_congr_fun measurableSet_Ioi fun r hr => ?_
  have hr0 : r ≠ 0 := ne_of_gt hr
  have e : r ^ 2 * (2 * g r * r ^ 2 / r ^ 3) = 2 * (r * g r) := by field_simp
  rw [e]
  ring
```

For the trial factor the moments with \(n=1\) and \(n=2\) are both \(1/4\), so the field is \(\frac83a\left(\frac14+\frac k4\right)=\frac23a(1+k)\).

```lean
/-- For `g = a (1 + k r)` the electronic field at the nucleus is `(2/3) a (1 + k)`. -/
theorem electronicField_trial (a k : ℝ) :
    electronicField (trial a k) = 2 / 3 * a * (1 + k) := by
  have m1 : ∫ r in Ioi (0 : ℝ), r ^ 1 * exp (-(2 * r)) = 1 / 4 := by
    rw [(moment 1).2]; norm_num [Nat.factorial]
  have m2 : ∫ r in Ioi (0 : ℝ), r ^ 2 * exp (-(2 * r)) = 1 / 4 := by
    rw [(moment 2).2]; norm_num [Nat.factorial]
  have e : ∫ r in Ioi (0 : ℝ), r * trial a k r * exp (-(2 * r))
      = ∫ r in Ioi (0 : ℝ), (a * (r ^ 1 * exp (-(2 * r)))
        + a * k * (r ^ 2 * exp (-(2 * r)))) := by
    congr 1
    funext r
    unfold trial
    ring
  rw [electronicField_eq, e, integral_add ((moment 1).1.const_mul _)
    ((moment 2).1.const_mul _), integral_const_mul, integral_const_mul, m1, m2]
  ring
```

## The optimal amplitude

Differentiating the trial function gives
\[
(H_0-E_0)\psi_1=z\,a\left[\frac{1-2k}{r}+2k\right]\psi_0 .
\]
The functional is therefore \(\frac43\int_0^\infty P(r)e^{-2r}dr\), with
\[
\begin{aligned}
P={}&a^2(1-2k)r^3+\left[a^2(3k-2k^2)+2Fa\right]r^4\\
&+(2a^2k^2+2Fak)r^5 .
\end{aligned}
\]
The moments \(3/8\), \(3/4\) and \(15/8\) turn this into \(a^2(\frac12+2k+3k^2)+Fa(2+5k)\). The Lean proof sorts the integrand by the same powers.

```lean
/-- The Hylleraas functional of `g = a (1 + k r)` is an explicit quadratic in `a`. -/
theorem hylleraas_trial (F a k : ℝ) : hylleraas F (trial a k)
    = a ^ 2 * (1 / 2 + 2 * k + 3 * k ^ 2) + F * a * (2 + 5 * k) := by
  have hr : radial (trial a k) = fun r => (a + a * k * r) * ground r := by
    funext r
    unfold radial trial
    ring
  let Q : ℝ → ℝ := fun r => r ^ 2 * ((a + a * k * r) *
    (-((a - 2 * a * k + a * k * r) + 4 * (a * k - a - a * k * r) / r) / 2
      - (a + a * k * r) / r + (a + a * k * r) / 2 + 2 * F))
  have h : hylleraas F (trial a k)
      = volumeIntegral (fun r c => Q r * c ^ 2 * ground r ^ 2) := by
    simp only [hylleraas, pWave, hr, deriv_linear_ground, Q]
    congr 1
    funext r c
    ring
  have m3 : ∫ r in Ioi (0 : ℝ), r ^ 3 * exp (-(2 * r)) = 3 / 8 := by
    rw [(moment 3).2]; norm_num [Nat.factorial]
  have m4 : ∫ r in Ioi (0 : ℝ), r ^ 4 * exp (-(2 * r)) = 3 / 4 := by
    rw [(moment 4).2]; norm_num [Nat.factorial]
  have m5 : ∫ r in Ioi (0 : ℝ), r ^ 5 * exp (-(2 * r)) = 15 / 8 := by
    rw [(moment 5).2]; norm_num [Nat.factorial]
  -- sort the radial integrand by powers of r
  have e : ∫ r in Ioi (0 : ℝ), r ^ 2 * Q r * exp (-(2 * r))
      = ∫ r in Ioi (0 : ℝ), (a ^ 2 * (1 - 2 * k) * (r ^ 3 * exp (-(2 * r)))
        + (a ^ 2 * (3 * k - 2 * k ^ 2) + 2 * F * a) * (r ^ 4 * exp (-(2 * r)))
        + (2 * a ^ 2 * k ^ 2 + 2 * F * a * k) * (r ^ 5 * exp (-(2 * r)))) := by
    refine setIntegral_congr_fun measurableSet_Ioi fun r hr => ?_
    have hr0 : r ≠ 0 := ne_of_gt hr
    simp only [Q]
    field_simp
    ring
  have i34 : Integrable (fun r : ℝ => a ^ 2 * (1 - 2 * k) * (r ^ 3 * exp (-(2 * r)))
      + (a ^ 2 * (3 * k - 2 * k ^ 2) + 2 * F * a) * (r ^ 4 * exp (-(2 * r))))
      (volume.restrict (Ioi 0)) :=
    ((moment 3).1.const_mul _).add ((moment 4).1.const_mul _)
  rw [h, angular_average Q, e, integral_add i34 ((moment 5).1.const_mul _),
    integral_add ((moment 3).1.const_mul _) ((moment 4).1.const_mul _),
    integral_const_mul, integral_const_mul, integral_const_mul, m3, m4, m5]
  ring
```

Let \(D=1+4k+6k^2=6(k+\frac13)^2+\frac13>0\) and \(s=aD+F(2+5k)\). Changing \(a\) to \(a'\) changes the functional by
\[
\tfrac D2(a'-a)^2+(a'-a)s .
\]
If \(s=0\), this is never negative. Conversely, \(a'=a-s/D\) changes the functional by \(-s^2/(2D)\), so optimality forces \(s=0\).

```lean
/-- At fixed shape `k`, the amplitude `a` is optimal exactly when `a (1 + 4k + 6k²) = -F (2 + 5k)`.
-/
theorem isOptimal_iff (F k a : ℝ) :
    IsOptimal F k a ↔ a * (1 + 4 * k + 6 * k ^ 2) = -F * (2 + 5 * k) := by
  have hD : 0 < 1 + 4 * k + 6 * k ^ 2 := by nlinarith [sq_nonneg (3 * k + 1)]
  unfold IsOptimal
  simp only [hylleraas_trial]
  constructor
  · intro h
    obtain ⟨t, tpos, ht⟩ : ∃ t : ℝ, 0 < t ∧ (1 + 4 * k + 6 * k ^ 2) * t = 1 :=
      ⟨_, inv_pos.mpr hD, mul_inv_cancel₀ hD.ne'⟩
    -- compare with the amplitude reached by one Newton step
    obtain ⟨s, hs⟩ : ∃ s, s = a * (1 + 4 * k + 6 * k ^ 2) + F * (2 + 5 * k) := ⟨_, rfl⟩
    have h1 := h (a - t * s)
    have h2 : t * s ^ 2 ≤ 0 := by
      linear_combination 2 * h1 + t * s ^ 2 * ht + 2 * t * s * hs
    have h3 : s = 0 := by
      by_contra hne
      have := mul_pos tpos ((sq_nonneg s).lt_of_ne' (pow_ne_zero 2 hne))
      linarith
    linear_combination h3 - hs
  · intro h a'
    have hP := mul_nonneg hD.le (sq_nonneg (a' - a))
    linear_combination (1 / 2) * hP - (a' - a) * h
```

## Where the net field vanishes

Inserting \(a=-F(2+5k)/D\) gives
\[
F+\tfrac23a(1+k)=F\,\frac{3D-2(1+k)(2+5k)}{3D}
=\frac{F(2k-1)(4k+1)}{3D}.
\]

```lean
/-- With the amplitude optimised at fixed shape `k`, the applied and electronic fields at
the nucleus add up to `F (2k - 1)(4k + 1) / (3 (1 + 4k + 6k²))`. -/
theorem total_field_of_isOptimal {F k a : ℝ} (h : IsOptimal F k a) :
    F + electronicField (trial a k)
      = F * (2 * k - 1) * (4 * k + 1) / (3 * (1 + 4 * k + 6 * k ^ 2)) := by
  have hD : 0 < 3 * (1 + 4 * k + 6 * k ^ 2) := by nlinarith [sq_nonneg (3 * k + 1)]
  rw [electronicField_trial, eq_div_iff hD.ne']
  linear_combination 2 * (1 + k) * (isOptimal_iff F k a).mp h
```

At the nucleus \(h(0)=a\psi_0(0)\) and \(h'(0)=a(k-1)\psi_0(0)\). For \(F\ne0\) and \(k>-1/4\) the amplitude is nonzero, so the cusp condition means \(k=1/2\), the only zero of the net field in that range. At \(k=-1/4\) the net field vanishes without the cusp, so that value has to be excluded.

```lean
/-- For a nonzero applied field, shape `k > -1/4` and optimised amplitude, the total field
at the nucleus vanishes exactly when the response obeys the p-wave cusp condition
`h'(0) = -h(0)/2`. -/
theorem total_field_eq_zero_iff_cusp {F k a : ℝ} (hF : F ≠ 0) (hk : -1 / 4 < k)
    (h : IsOptimal F k a) :
    F + electronicField (trial a k) = 0 ↔
      deriv (radial (trial a k)) 0 = -(1 / 2) * radial (trial a k) 0 := by
  have hD : 0 < 3 * (1 + 4 * k + 6 * k ^ 2) := by nlinarith [sq_nonneg (3 * k + 1)]
  have hG : ground 0 ≠ 0 := by
    unfold ground
    positivity
  have ha : a ≠ 0 := by
    intro h0
    have h1 := (isOptimal_iff F k a).mp h
    rw [h0] at h1
    have h2 : (0 : ℝ) < 2 + 5 * k := by linarith
    exact mul_ne_zero hF h2.ne' (by linear_combination h1)
  have hr : radial (trial a k) = fun r => (a + a * k * r) * ground r := by
    funext r
    unfold radial trial
    ring
  rw [total_field_of_isOptimal h, hr, deriv_linear_ground]
  beta_reduce
  -- both sides say that k = 1/2
  constructor
  · intro h0
    have e1 := (div_eq_zero_iff.mp h0).resolve_right hD.ne'
    have h4 : (0 : ℝ) < 4 * k + 1 := by linarith
    have e2 := (mul_eq_zero.mp e1).resolve_right h4.ne'
    have e3 := (mul_eq_zero.mp e2).resolve_left hF
    linear_combination (a * ground 0 / 2) * e3
  · intro h0
    have e1 : a * ground 0 * (2 * k - 1) = 0 := by linear_combination 2 * h0
    have e2 := (mul_eq_zero.mp e1).resolve_left (mul_ne_zero ha hG)
    rw [e2]
    simp
```

At \(k=0\) the optimality condition reads \(a=-2F\), and the electronic field is \(-4F/3\). The factor \(-F(1+r/2)\) has \(k=1/2\) and gives \(-F\), cancelling the applied field.

```lean
/-- A constant factor `g = a` is optimal exactly for `a = -2F` and then gives the electronic
field `-4F/3`, whereas `g = -F (1 + r/2)` gives `-F`. -/
theorem constant_versus_cusp (F : ℝ) :
    (∀ a, IsOptimal F 0 a ↔ a = -2 * F) ∧
    electronicField (fun _ => -2 * F) = -(4 / 3) * F ∧
    electronicField (fun r => -F * (1 + r / 2)) = -F := by
  have h1 : (fun _ => -2 * F) = trial (-2 * F) 0 := by
    funext r
    unfold trial
    ring
  have h2 : (fun r => -F * (1 + r / 2)) = trial (-F) (1 / 2) := by
    funext r
    unfold trial
    ring
  refine ⟨fun a => ?_, ?_, ?_⟩
  · rw [isOptimal_iff]
    constructor <;> intro h <;> linarith
  · rw [h1, electronicField_trial]
    ring
  · rw [h2, electronicField_trial]
    ring

end

end HydrogenCuspForce
```

```lean
#print axioms HydrogenCuspForce.total_field_of_isOptimal
#print axioms HydrogenCuspForce.total_field_eq_zero_iff_cusp
#print axioms HydrogenCuspForce.constant_versus_cusp
```

```
'HydrogenCuspForce.total_field_of_isOptimal' depends on axioms: [propext, Classical.choice, Quot.sound]
'HydrogenCuspForce.total_field_eq_zero_iff_cusp' depends on axioms: [propext, Classical.choice, Quot.sound]
'HydrogenCuspForce.constant_versus_cusp' depends on axioms: [propext, Classical.choice, Quot.sound]
```

## The energy error and the limit of large \(k\)

Three further consequences follow by hand from the formulas above. At \(k=1/2\), \(a=-F\), the expression for \((H_0-E_0)\psi_1\) becomes \(-Fz\psi_0\), so this trial function is the exact first-order response.

The minimum of the functional is \(-F^2(2+5k)^2/(2D)\). It equals \(-\frac94F^2\) at \(k=1/2\) and \(-2F^2\) at \(k=0\): the constant factor loses one ninth of the second-order energy, while its electronic field is wrong by one third.

As \(k\to\infty\), the optimised factor tends to \(-\frac56Fr\), which vanishes at the nucleus, and the net field tends to \(4F/9\).
